# The error in linearizing a real, frequency-dependent kernel with bounded second derivative is at most quadratic in the frequency shift

The theorem `linearization_error` concerns a real-valued kernel `K` of one real frequency, or energy. At every point of the closed interval between `w₀` and `w`, `K` is assumed to have derivative `K'`, and `K'` to have derivative `K''` with `|K''| ≤ M`. The conclusion is that the first-order expansion of `K` about `w₀` is wrong at `w` by at most `M (w - w₀)² / 2`. The proof calls the signed error `E`, follows `K` along the straight path from `w₀` to `w`, and subtracts the linear term and `E` times the square of the path parameter, so that the endpoint values agree. The mean value theorem then gives a point `c` strictly between 0 and 1 where `E * (2 * c)` equals the change in `K'` times `w - w₀`, and the bound on `K''` limits that change.

This version doesn't compile in Lean 4 with Mathlib:

```lean
import Mathlib

open Set

namespace LinearizationError

noncomputable section

/-- At every frequency in `s`, the kernel `K` has derivative `K'`, the function `K'` has derivative
`K''`, and `|K''| ≤ M`. -/
def SmoothKernelOn (K K' K'' : ℝ → ℝ) (M : ℝ) (s : Set ℝ) : Prop :=
  ∀ x ∈ s, HasDerivAt K (K' x) x ∧ HasDerivAt K' (K'' x) x ∧ |K'' x| ≤ M

variable {K K' K'' : ℝ → ℝ} {M w₀ w : ℝ}

/-- The straight path from `w₀` to `w` stays between the two energies, and a kernel that is
smooth there changes along it at the rate given by the chain rule. -/
theorem kernel_along_path (h : SmoothKernelOn K K' K'' M (uIcc w₀ w)) {t : ℝ}
    (ht : t ∈ Icc (0 : ℝ) 1) :
    w₀ + t * (w - w₀) ∈ uIcc w₀ w ∧
      HasDerivAt (fun s => K (w₀ + s * (w - w₀))) (K' (w₀ + t * (w - w₀)) * (w - w₀)) t := by
  obtain ⟨h0, h1⟩ := ht
  have hm : w₀ + t * (w - w₀) ∈ uIcc w₀ w := by
    rw [mem_uIcc]
    rcases le_total w₀ w with hle | hle
    · left
      constructor <;> nlinarith
    · right
      constructor <;> nlinarith
  have hl : HasDerivAt (fun s : ℝ => w₀ + s * (w - w₀)) (w - w₀) t :=
    (((hasDerivAt_id' t).mul_const (w - w₀)).const_add w₀).congr_deriv (one_mul _)
  have hc := HasDerivAt.comp t (h _ hm).1 hl
  exact ⟨hm, hc⟩

/-- If the kernel is smooth with `|K''| ≤ M` between `w₀` and `w`, its linearization at `w₀` is
wrong at `w` by at most `M (w - w₀)² / 2`. -/
theorem linearization_error (h : SmoothKernelOn K K' K'' M (uIcc w₀ w)) :
    |K w - K w₀ - K' w₀ * (w - w₀)| ≤ M * (w - w₀) ^ 2 / 2 := by
  obtain ⟨E, hE⟩ : ∃ E, E = K w - K w₀ - K' w₀ * (w - w₀) := ⟨_, rfl⟩
  rw [← hE]
  -- subtract the parabola that makes the two endpoint values agree
  have hφ : ∀ t ∈ Icc (0 : ℝ) 1, HasDerivAt
      (fun s => K (w₀ + s * (w - w₀)) - s * (K' w₀ * (w - w₀)) - E * s ^ 2)
      (K' (w₀ + t * (w - w₀)) * (w - w₀) - K' w₀ * (w - w₀) - E * (2 * t)) t := by
    intro t ht
    have h2 := (hasDerivAt_id' t).mul_const (K' w₀ * (w - w₀))
    have h3 := (hasDerivAt_pow 2 t).const_mul E
    exact (((kernel_along_path h ht).2.fun_sub h2).fun_sub h3).congr_deriv (by norm_num)
  obtain ⟨c, hc, hs⟩ := exists_hasDerivAt_eq_slope
    (fun s => K (w₀ + s * (w - w₀)) - s * (K' w₀ * (w - w₀)) - E * s ^ 2)
    (fun t => K' (w₀ + t * (w - w₀)) * (w - w₀) - K' w₀ * (w - w₀) - E * (2 * t))
    zero_lt_one (fun t ht => (hφ t ht).continuousAt.continuousWithinAt)
    (fun t ht => hφ t (Ioo_subset_Icc_self ht))
  have e1 : w₀ + 1 * (w - w₀) = w := by ring
  have e0 : w₀ + 0 * (w - w₀) = w₀ := by ring
  simp only [e1, e0] at hs
  have hs' : E * (2 * c) = (K' (w₀ + c * (w - w₀)) - K' w₀) * (w - w₀) := by
    linear_combination hE - hs
  have hc2 : 0 < 2 * c := by linarith [hc.1]
  have hA := congrArg abs hs'
  rw [abs_mul, abs_mul, abs_of_pos hc2] at hA
  -- the slope of the kernel is Lipschitz with constant M
  have hL := Convex.norm_image_sub_le_of_norm_hasDerivWithin_le (f := K') (f' := K'') (C := M)
    (fun x hx => (h x hx).2.1.hasDerivWithinAt) (fun x hx => (h x hx).2.2)
    (convex_uIcc w₀ w) left_mem_uIcc (kernel_along_path h (Ioo_subset_Icc_self hc)).1
  rw [Real.norm_eq_abs, Real.norm_eq_abs, add_sub_cancel_left, abs_mul, abs_of_pos hc.1] at hL
  refine le_of_mul_le_mul_right ?_ hc2
  calc |E| * (2 * c) = |K' (w₀ + c * (w - w₀)) - K' w₀| * |w - w₀| := hA
    _ ≤ M * (c * |w - w₀|) * |w - w₀| := mul_le_mul_of_nonneg_right hL (abs_nonneg _)
    _ = M * (w - w₀) ^ 2 / 2 * (2 * c) := by rw [← sq_abs (w - w₀)]; ring

end

end LinearizationError
```

Messages:

```
Main.lean:61:24: error: Tactic `rewrite` failed: Did not find an occurrence of the pattern
  |2 * c|
in the target expression
  |E| * (|2| * |c|) = |(K' (w₀ + c * (w - w₀)) - K' w₀) * (w - w₀)|

K K' K'' : ℝ → ℝ
M w₀ w : ℝ
h : SmoothKernelOn K K' K'' M (uIcc w₀ w)
E : ℝ
hE : E = K w - K w₀ - K' w₀ * (w - w₀)
hφ :
  ∀ t ∈ Icc 0 1,
    HasDerivAt (fun s => K (w₀ + s * (w - w₀)) - s * (K' w₀ * (w - w₀)) - E * s ^ 2)
      (K' (w₀ + t * (w - w₀)) * (w - w₀) - K' w₀ * (w - w₀) - E * (2 * t)) t
c : ℝ
hc : c ∈ Ioo 0 1
e1 : w₀ + 1 * (w - w₀) = w
e0 : w₀ + 0 * (w - w₀) = w₀
hs :
  K' (w₀ + c * (w - w₀)) * (w - w₀) - K' w₀ * (w - w₀) - E * (2 * c) =
    (K w - 1 * (K' w₀ * (w - w₀)) - E * 1 ^ 2 - (K w₀ - 0 * (K' w₀ * (w - w₀)) - E * 0 ^ 2)) / (1 - 0)
hs' : E * (2 * c) = (K' (w₀ + c * (w - w₀)) - K' w₀) * (w - w₀)
hc2 : 0 < 2 * c
hA : |E| * (|2| * |c|) = |(K' (w₀ + c * (w - w₀)) - K' w₀) * (w - w₀)|
⊢ |E| ≤ M * (w - w₀) ^ 2 / 2
```

Fix (accepted with no message):

```diff
@@ -59,5 +59,5 @@
   have hc2 : 0 < 2 * c := by linarith [hc.1]
   have hA := congrArg abs hs'
-  rw [abs_mul, abs_mul, abs_of_pos hc2] at hA
+  rw [abs_mul E, abs_of_pos hc2, abs_mul] at hA
   -- the slope of the kernel is Lipschitz with constant M
   have hL := Convex.norm_image_sub_le_of_norm_hasDerivWithin_le (f := K') (f' := K'') (C := M)
```

The error says that `rw` found no `|2 * c|` to which it could apply `abs_of_pos hc2`. The two calls of `abs_mul` before it were meant to split one product on each side of `hA`. The first turned `|E * (2 * c)|` into `|E| * |2 * c|`, which left a new absolute value of a product on the left. The second call matched that one, before the product on the right, and split it into `|2| * |c|`. The right side stayed whole, as the message shows.

The repair changes the order. After `|E * (2 * c)|` is split, `abs_of_pos hc2` at once replaces `|2 * c|` by `2 * c`, since `hc2` says that `2 * c` is positive. The only absolute value of a product left is then the one on the right, so the last `abs_mul` splits it, and `hA` takes the form that the `calc` block needs. Writing `abs_mul E` for the first `abs_mul` only makes the target explicit, because the plain lemma already matched that product first.
